# The raw overlap product of N + 1 unit vectors with steps at most L/N has modulus at least 1 − L²/(2N)

Q: Take unit vectors $u_0,\dots,u_N$ in a complex inner-product space, and let $W=\prod_{j=0}^{N-1}\langle u_j,u_{j+1}\rangle$, with the inner product conjugate-linear in its first slot. Is this the Wilson loop in the code?

A: Yes, for a single band and before any unitarization. `E` is the state space, of any dimension. The sequence `u : ℕ → E` is indexed by all naturals, but only the entries up to $N$ are used.

In Lean 4 with Mathlib:

```lean
import Mathlib

open Finset Filter Topology

namespace RawWilsonLoop

noncomputable section

variable {E : Type*} [NormedAddCommGroup E] [InnerProductSpace ℂ E]

/-- The raw (un-unitarized) Wilson product of the overlaps of neighbouring states
`u 0, ..., u N`. -/
def overlapProduct (u : ℕ → E) (N : ℕ) : ℂ :=
  ∏ j ∈ range N, inner ℂ (u j) (u (j + 1))
```

Q: Where is the loop? Nothing says $u_N=u_0$.

A: The bound holds for open chains too, so closure isn't assumed. This suits the cell-periodic parts of Bloch states, where $u_N$ may be $u_0$ times a phase or carry the factor from a reciprocal lattice vector. The other quantity needed is the discrete energy $S=\tfrac12\sum_{j<N}\|u_{j+1}-u_j\|^2$, a geometric quantity and not a physical energy.

```lean
/-- The discrete energy of a chain of states: half the sum of its squared steps. -/
def discreteEnergy (u : ℕ → E) (N : ℕ) : ℝ :=
  ∑ j ∈ range N, ‖u (j + 1) - u j‖ ^ 2 / 2
```

Q: Why should squared steps control the overlaps?

A: For unit vectors, $\|x-y\|^2=2-2\,\mathrm{Re}\langle x,y\rangle$, hence $\mathrm{Re}\langle x,y\rangle=1-\|y-x\|^2/2$. The lemma `overlap_re` is this expansion.

```lean
/-- The real part of the overlap of two normalized states falls short of one by half their
squared distance. -/
theorem overlap_re {x y : E} (hx : ‖x‖ = 1) (hy : ‖y‖ = 1) :
    (inner ℂ x y).re = 1 - ‖y - x‖ ^ 2 / 2 := by
  have h : ‖x - y‖ ^ 2 = ‖x‖ ^ 2 - 2 * (inner ℂ x y).re + ‖y‖ ^ 2 :=
    norm_sub_sq (𝕜 := ℂ) x y
  rw [hx, hy] at h
  rw [norm_sub_rev y x]
  linarith
```

Q: That is one link. Errors could build up in a product.

A: They at most add. Let $a_j\in[0,1]$, $P_n=\prod_{j<n}a_j$ and $D_n=\sum_{j<n}(1-a_j)$. We have $P_0=1$ and $D_0=0$. If $P_n\ge 1-D_n$, then
$$P_{n+1}=P_n-P_n(1-a_n)\ge P_n-(1-a_n)\ge 1-D_{n+1}.$$
There is also an upper bound, $P_n(1+D_n)\le1$, because
$$P_{n+1}(1+D_{n+1})=P_n(1+D_n)-P_n(1-a_n)(1+D_n-a_n)\le 1.$$
The induction below follows these lines; `nlinarith` receives the non-negative products $(1-P_n)(1-a_n)$ and $P_n(1-a_n)(1+D_n-a_n)$.

```lean
/-- A product of factors between zero and one is bounded below and above in terms of the
sum of the individual deficits. -/
theorem prod_deficit_bounds (a : ℕ → ℝ) (N : ℕ) (h0 : ∀ j < N, 0 ≤ a j)
    (h1 : ∀ j < N, a j ≤ 1) :
    1 - ∑ j ∈ range N, (1 - a j) ≤ ∏ j ∈ range N, a j ∧
      (∏ j ∈ range N, a j) * (1 + ∑ j ∈ range N, (1 - a j)) ≤ 1 := by
  induction N with
  | zero => simp
  | succ n ih =>
    obtain ⟨hl, hr⟩ := ih (fun j hj => h0 j (by omega)) (fun j hj => h1 j (by omega))
    have hP0 : 0 ≤ ∏ j ∈ range n, a j :=
      prod_nonneg fun j hj => h0 j (by have := mem_range.mp hj; omega)
    have hP1 : ∏ j ∈ range n, a j ≤ 1 :=
      prod_le_one (fun j hj => h0 j (by have := mem_range.mp hj; omega))
        (fun j hj => h1 j (by have := mem_range.mp hj; omega))
    have hS : 0 ≤ ∑ j ∈ range n, (1 - a j) :=
      sum_nonneg fun j hj => sub_nonneg.mpr (h1 j (by have := mem_range.mp hj; omega))
    have ha1 : 0 ≤ 1 - a n := sub_nonneg.mpr (h1 n (by omega))
    rw [prod_range_succ, sum_range_succ]
    constructor
    · nlinarith [mul_nonneg (sub_nonneg.mpr hP1) ha1]
    · have hb : 0 ≤ 1 + ∑ j ∈ range n, (1 - a j) - a n := by linarith
      nlinarith [mul_nonneg hP0 (mul_nonneg ha1 hb)]
```

Q: And for the states?

A: Set $a_j=|\langle u_j,u_{j+1}\rangle|$, which is at most one by Cauchy–Schwarz. Since $a_j\ge\mathrm{Re}\langle u_j,u_{j+1}\rangle$, each $1-a_j$ is at most $\|u_{j+1}-u_j\|^2/2$. Summing gives $D_N\le S$, and with the lower product bound $1-|W|\le D_N\le S$.

```lean
/-- The overlap of two normalized states has modulus at most one. -/
theorem overlap_norm_le_one {x y : E} (hx : ‖x‖ = 1) (hy : ‖y‖ = 1) :
    ‖inner ℂ x y‖ ≤ 1 := by
  have h := norm_inner_le_norm (𝕜 := ℂ) x y
  rwa [hx, hy, mul_one] at h

/-- The modulus deficit of the raw Wilson product is at most the discrete energy of the
chain of normalized states. -/
theorem deficit_le_energy (u : ℕ → E) (N : ℕ) (hu : ∀ j ≤ N, ‖u j‖ = 1) :
    1 - ‖overlapProduct u N‖ ≤ discreteEnergy u N := by
  have h : 1 - ∑ j ∈ range N, (1 - ‖inner ℂ (u j) (u (j + 1))‖) ≤
      ∏ j ∈ range N, ‖inner ℂ (u j) (u (j + 1))‖ :=
    (prod_deficit_bounds _ N (fun j _ => norm_nonneg _)
      (fun j hj => overlap_norm_le_one (hu j (by omega)) (hu (j + 1) (by omega)))).1
  have hs : ∑ j ∈ range N, (1 - ‖inner ℂ (u j) (u (j + 1))‖) ≤ discreteEnergy u N := by
    refine sum_le_sum fun j hj => ?_
    have hj' := mem_range.mp hj
    have h1 := overlap_re (hu j (by omega)) (hu (j + 1) (by omega))
    have h2 := (le_abs_self _).trans (Complex.abs_re_le_norm (inner ℂ (u j) (u (j + 1))))
    linarith
  rw [overlapProduct, norm_prod]
  linarith
```

Q: Now the rate. What is $L$ physically?

A: For $N\ge1$ it bounds the summed length of the $N$ steps between sampled state vectors, in the chosen gauge. If every step is at most $L/N$, then $S\le N\cdot L^2/(2N^2)=L^2/(2N)$. The theorem states this as $N(1-|W|)\le L^2/2$, together with $|W|\le1$. For $N\ge1$ that is $1-L^2/(2N)\le|W|\le1$; for $N=0$ the product is empty and the claim trivial.

```lean
/-- For normalized states with steps at most `L / N`, the raw Wilson product has modulus at
most one, and `N` times its deficit is at most `L ^ 2 / 2`. -/
theorem wilson_deficit_order_inv (u : ℕ → E) (N : ℕ) (L : ℝ) (hu : ∀ j ≤ N, ‖u j‖ = 1)
    (hstep : ∀ j < N, ‖u (j + 1) - u j‖ ≤ L / N) :
    N * (1 - ‖overlapProduct u N‖) ≤ L ^ 2 / 2 ∧ ‖overlapProduct u N‖ ≤ 1 := by
  constructor
  · rcases Nat.eq_zero_or_pos N with rfl | hN
    · rw [Nat.cast_zero, zero_mul]
      positivity
    · have hN' : (0 : ℝ) < N := by exact_mod_cast hN
      -- each of the N links contributes at most (L / N)² / 2
      have hE : discreteEnergy u N ≤ N * ((L / N) ^ 2 / 2) := by
        calc discreteEnergy u N ≤ ∑ _j ∈ range N, (L / N) ^ 2 / 2 := by
              refine sum_le_sum fun j hj => ?_
              have := pow_le_pow_left₀ (norm_nonneg _) (hstep j (mem_range.mp hj)) 2
              linarith
          _ = N * ((L / N) ^ 2 / 2) := by rw [sum_const, card_range, nsmul_eq_mul]
      calc N * (1 - ‖overlapProduct u N‖) ≤ N * (N * ((L / N) ^ 2 / 2)) :=
            mul_le_mul_of_nonneg_left ((deficit_le_energy u N hu).trans hE) hN'.le
        _ = L ^ 2 / 2 := by field_simp
  · rw [overlapProduct, norm_prod]
    refine prod_le_one (fun j _ => norm_nonneg _) fun j hj => ?_
    have hj' := mem_range.mp hj
    exact overlap_norm_le_one (hu j (by omega)) (hu (j + 1) (by omega))
```

Q: But $|W|$ is gauge-invariant and your steps are not. A random phase at each $k$-point ruins the hypothesis.

A: It does, though $|W|$ stays the same, so any gauge with small steps will serve. Another model would bound the distance minimized over phases, requiring $2(1-|\langle u_j,u_{j+1}\rangle|)\le(L/N)^2$. The hypothesis would then concern rays, $L$ would no longer depend on the gauge, and the same product estimate would give the same bound.

Q: Could the true deficit be smaller, say $1/N^2$?

A: Not in general. If neighbouring overlaps are real and non-negative, the parallel-transport condition `hpar`, then $a_j=\mathrm{Re}\langle u_j,u_{j+1}\rangle$, so $D_N=S$, and the upper product bound gives $|W|\le1/(1+S)$.

```lean
/-- For normalized states whose neighbouring overlaps are all real and non-negative
(parallel-transport gauge), the modulus of the raw Wilson product is at most `1 / (1 + S)`, with `S`
the discrete energy. -/
theorem parallel_gauge_upper (u : ℕ → E) (N : ℕ) (hu : ∀ j ≤ N, ‖u j‖ = 1)
    (hpar : ∀ j < N, inner ℂ (u j) (u (j + 1)) = (‖inner ℂ (u j) (u (j + 1))‖ : ℂ)) :
    ‖overlapProduct u N‖ ≤ 1 / (1 + discreteEnergy u N) := by
  have h : (∏ j ∈ range N, ‖inner ℂ (u j) (u (j + 1))‖) *
      (1 + ∑ j ∈ range N, (1 - ‖inner ℂ (u j) (u (j + 1))‖)) ≤ 1 :=
    (prod_deficit_bounds _ N (fun j _ => norm_nonneg _)
      (fun j hj => overlap_norm_le_one (hu j (by omega)) (hu (j + 1) (by omega)))).2
  have hs : ∑ j ∈ range N, (1 - ‖inner ℂ (u j) (u (j + 1))‖) = discreteEnergy u N := by
    refine sum_congr rfl fun j hj => ?_
    have hj' := mem_range.mp hj
    have h1 := overlap_re (hu j (by omega)) (hu (j + 1) (by omega))
    have h2 := congrArg Complex.re (hpar j hj')
    rw [Complex.ofReal_re] at h2
    linarith
  have hE : 0 ≤ discreteEnergy u N := sum_nonneg fun j _ => by positivity
  rw [hs] at h
  rw [overlapProduct, norm_prod, le_div_iff₀ (by linarith)]
  exact h
```

Now take the real two-band states $(\cos t,\sin t)$ at $t=2\pi j/N$.

```lean
/-- The real two-band state `(cos t, sin t)`. -/
def realState (t : ℝ) : EuclideanSpace ℂ (Fin 2) :=
  !₂[((Real.cos t : ℝ) : ℂ), ((Real.sin t : ℝ) : ℂ)]

/-- Real two-band states at the angles `2πj/N`, for `N` nonzero. -/
def greatCircle (N j : ℕ) : EuclideanSpace ℂ (Fin 2) := realState (2 * Real.pi * j / N)

/-- The overlap of two real two-band states is the cosine of their angle difference. -/
theorem realState_overlap (s t : ℝ) :
    inner ℂ (realState s) (realState t) = ((Real.cos (t - s) : ℝ) : ℂ) := by
  simp [realState, PiLp.inner_apply, Fin.sum_univ_two, Real.cos_sub,
    -Complex.ofReal_cos, -Complex.ofReal_sin]
```

Each overlap is $\cos(2\pi/N)$, non-negative for $N\ge4$. Each squared step is $2(1-\cos(2\pi/N))\le(2\pi/N)^2$, so $L=2\pi$ is allowed. From $\sin y\ge 2y/\pi$ on $[0,\pi/2]$,
$$S=2N\sin^2(\pi/N)\ge 8/N,\qquad 1-|W|\ge\frac{S}{1+S}\ge\frac{8}{N+8}.$$
The chain is closed, and its deficit is of order $1/N$.

```lean
/-- For `N ≥ 4` the great-circle states form a closed chain of normalized states with steps
at most `2π / N`, and the deficit of their raw Wilson product is at least `8 / (N + 8)`. -/
theorem greatCircle_witness (N : ℕ) (hN : 4 ≤ N) :
    greatCircle N N = greatCircle N 0 ∧ (∀ j, ‖greatCircle N j‖ = 1) ∧
      (∀ j, ‖greatCircle N (j + 1) - greatCircle N j‖ ≤ 2 * Real.pi / N) ∧
      8 / ((N : ℝ) + 8) ≤ 1 - ‖overlapProduct (greatCircle N) N‖ := by
  have hN4 : (4 : ℝ) ≤ N := by exact_mod_cast hN
  have hN0 : (0 : ℝ) < N := by linarith
  have hpi := Real.pi_pos
  have hx0 : 0 ≤ 2 * Real.pi / N := by positivity
  have hx1 : 2 * Real.pi / N ≤ Real.pi / 2 := by
    rw [div_le_iff₀ hN0]
    nlinarith
  have hunit : ∀ j, ‖greatCircle N j‖ = 1 := fun j => by
    have h : (inner ℂ (greatCircle N j) (greatCircle N j)).re = ‖greatCircle N j‖ ^ 2 :=
      inner_self_eq_norm_sq (𝕜 := ℂ) (greatCircle N j)
    rw [greatCircle, realState_overlap, sub_self, Real.cos_zero, Complex.ofReal_re] at h
    exact (pow_eq_one_iff_of_nonneg (norm_nonneg _) two_ne_zero).mp h.symm
  have hov : ∀ j, inner ℂ (greatCircle N j) (greatCircle N (j + 1)) =
      ((Real.cos (2 * Real.pi / N) : ℝ) : ℂ) := fun j => by
    rw [greatCircle, greatCircle, realState_overlap]
    congr 2
    push_cast
    ring
  have hsq : ∀ j, ‖greatCircle N (j + 1) - greatCircle N j‖ ^ 2 / 2 =
      1 - Real.cos (2 * Real.pi / N) := fun j => by
    have h := overlap_re (hunit j) (hunit (j + 1))
    rw [hov, Complex.ofReal_re] at h
    linarith
  refine ⟨?_, hunit, fun j => ?_, ?_⟩
  · unfold greatCircle
    rw [mul_div_assoc, div_self hN0.ne', mul_one, Nat.cast_zero, mul_zero, zero_div]
    simp only [realState, Real.cos_two_pi, Real.sin_two_pi, Real.cos_zero, Real.sin_zero]
  · -- the chord is no longer than the arc
    refine (pow_le_pow_iff_left₀ (norm_nonneg _) hx0 two_ne_zero).mp ?_
    have h := Real.one_sub_sq_div_two_le_cos (x := 2 * Real.pi / N)
    linarith [hsq j]
  · have hc : 0 ≤ Real.cos (2 * Real.pi / N) :=
      Real.cos_nonneg_of_neg_pi_div_two_le_of_le (by linarith) hx1
    have hW := parallel_gauge_upper (greatCircle N) N (fun j _ => hunit j) (fun j _ => by
      rw [hov, Complex.norm_real, Real.norm_of_nonneg hc])
    have hE : discreteEnergy (greatCircle N) N = N * (1 - Real.cos (2 * Real.pi / N)) := by
      rw [discreteEnergy, sum_congr rfl fun j _ => hsq j, sum_const, card_range, nsmul_eq_mul]
    -- the energy of the closed circle is at least 8 / N
    have hsin : 2 / (N : ℝ) ≤ Real.sin (Real.pi / N) := by
      have hy : Real.pi / N ≤ Real.pi / 2 := by
        have h2 : 2 * Real.pi / N = 2 * (Real.pi / N) := by ring
        linarith
      have h := Real.mul_le_sin (x := Real.pi / N) (by positivity) hy
      have e : 2 / Real.pi * (Real.pi / N) = 2 / (N : ℝ) := by field_simp
      rwa [e] at h
    have hcos : Real.cos (2 * Real.pi / N) = 1 - 2 * Real.sin (Real.pi / N) ^ 2 := by
      rw [mul_div_assoc, Real.cos_two_mul, Real.cos_sq']
      ring
    have hq : Real.cos (2 * Real.pi / N) ≤ 1 - 8 / (N : ℝ) ^ 2 := by
      have h := pow_le_pow_left₀ (by positivity) hsin 2
      have e : 8 / (N : ℝ) ^ 2 = 2 * (2 / (N : ℝ)) ^ 2 := by ring
      rw [hcos, e]
      linarith
    have hS : 8 ≤ N * discreteEnergy (greatCircle N) N := by
      have h8 : 8 / (N : ℝ) ^ 2 ≤ 1 - Real.cos (2 * Real.pi / N) := by linarith
      rw [div_le_iff₀ (by positivity)] at h8
      rw [hE]
      linarith
    have hE0 : 0 ≤ discreteEnergy (greatCircle N) N := sum_nonneg fun j _ => by positivity
    rw [le_div_iff₀ (by linarith)] at hW
    rw [div_le_iff₀ (by linarith)]
    nlinarith [mul_le_mul_of_nonneg_left hS (norm_nonneg (overlapProduct (greatCircle N) N)),
      mul_le_mul_of_nonneg_left hW hN0.le]
```

Q: What does this give someone refining a $k$-mesh?

A: For one isolated band of a non-interacting model, with a Lipschitz gauge along the path, the raw product's modulus tends to one. The step hypothesis follows from the Lipschitz bound at the points $j/N$, and the limit from squeezing $|W|$ between $1-L^2/(2N)$ and $1$.

```lean
/-- For a Lipschitz family of normalized states sampled at the points `j / N`, the modulus of
the raw Wilson product tends to one as the mesh is refined. -/
theorem sampled_modulus_tendsto_one (u : ℝ → E) (L : ℝ) (hu : ∀ t, ‖u t‖ = 1)
    (hL : ∀ s t, ‖u s - u t‖ ≤ L * |s - t|) :
    Tendsto (fun N : ℕ => ‖overlapProduct (fun j => u ((j : ℝ) / N)) N‖) atTop (𝓝 1) := by
  have hb : ∀ N : ℕ, 0 < N →
      N * (1 - ‖overlapProduct (fun j => u ((j : ℝ) / N)) N‖) ≤ L ^ 2 / 2 ∧
        ‖overlapProduct (fun j => u ((j : ℝ) / N)) N‖ ≤ 1 := fun N hN => by
    refine wilson_deficit_order_inv _ N L (fun j _ => hu _) fun j _ => ?_
    have h := hL (((j + 1 : ℕ) : ℝ) / N) ((j : ℝ) / N)
    have hd : ((j + 1 : ℕ) : ℝ) / N - (j : ℝ) / N = 1 / N := by
      push_cast
      ring
    rw [hd, abs_of_nonneg (by positivity), mul_one_div] at h
    exact h
  have hlim : Tendsto (fun N : ℕ => 1 - L ^ 2 / 2 / (N : ℝ)) atTop (𝓝 1) := by
    have h : Tendsto (fun N : ℕ => 1 - L ^ 2 / 2 / (N : ℝ)) atTop (𝓝 ((1 : ℝ) - 0)) :=
      (tendsto_const_div_atTop_nhds_zero_nat (L ^ 2 / 2)).const_sub 1
    rwa [sub_zero] at h
  refine tendsto_of_tendsto_of_tendsto_of_le_of_le' hlim tendsto_const_nhds ?_ ?_
  · filter_upwards [eventually_gt_atTop 0] with N hN
    have hN' : (0 : ℝ) < N := by exact_mod_cast hN
    have h : 1 - ‖overlapProduct (fun j => u ((j : ℝ) / N)) N‖ ≤ L ^ 2 / 2 / N := by
      rw [le_div_iff₀ hN', mul_comm]
      exact (hb N hN).1
    linarith
  · filter_upwards [eventually_gt_atTop 0] with N hN
    exact (hb N hN).2

end

end RawWilsonLoop
```

Q: And the Wannier centre?

A: That comes from the phase of $W$, about which these bounds on the modulus say nothing. Multiband Wilson matrices are not treated either.

```lean
#print axioms RawWilsonLoop.wilson_deficit_order_inv
#print axioms RawWilsonLoop.sampled_modulus_tendsto_one
```

```
'RawWilsonLoop.wilson_deficit_order_inv' depends on axioms: [propext, Classical.choice, Quot.sound]
'RawWilsonLoop.sampled_modulus_tendsto_one' depends on axioms: [propext, Classical.choice, Quot.sound]
```
